# A block matrix built from amplitudes X decouples a finite Hermitian Hamiltonian exactly when B\* + DX = X(A + BX)

## Definitions and conventions

Split a finite orthonormal basis into a model space, indexed by $n$, and an outer space, indexed by $m$. A star denotes the conjugate transpose. The Hamiltonian is

$$H=\begin{pmatrix}A&B\\B^*&D\end{pmatrix},\qquad A^*=A,\quad D^*=D,$$

where $B$ couples the two spaces. Any complex matrix $X$ with rows in $m$ and columns in $n$ is allowed as a set of amplitudes. It defines

$$W=\begin{pmatrix}1&-X^*\\X&1\end{pmatrix}.$$

The first block column of $W$ sends a model vector $v$ to $(v,Xv)$, so $X$ supplies the outer-space part of a state from its model-space part. A matrix is called block diagonal if both of its off-diagonal blocks vanish.

## The criterion and its use

For every $X$, $W$ is invertible and $W^*W$ is block diagonal. Moreover, $W^*HW$ is block diagonal if and only if

$$B^*+DX=X(A+BX).\tag{1}$$

When (1) holds, the spectrum of $H$ is that of $A+BX$ together with that of $D-B^*X^*$, counted with multiplicity. In active-space theory this makes $A+BX$ an exact effective Hamiltonian on the model space, within a finite orthonormal basis and for amplitudes that solve (1) exactly.

## Overlap and invertibility

Since $W^*=\begin{pmatrix}1&X^*\\-X&1\end{pmatrix}$, multiplication gives

$$W^*W=\begin{pmatrix}1+X^*X&-X^*+X^*\\-X+X&1+XX^*\end{pmatrix}=\begin{pmatrix}1+X^*X&0\\0&1+XX^*\end{pmatrix}.$$

For $v\neq0$, $v^*(1+X^*X)v=\|v\|^2+\|Xv\|^2>0$, and the other block is positive definite in the same way. Hence

$$|\det W|^2=\det(1+X^*X)\,\det(1+XX^*)\neq0,$$

and $W$ is invertible. It is not unitary unless $X=0$.

## The transformed Hamiltonian

First,

$$HW=\begin{pmatrix}A+BX&B-AX^*\\B^*+DX&D-B^*X^*\end{pmatrix}.$$

Multiplying by $W^*$ from the left gives the lower-left block

$$R=B^*+DX-X(A+BX),$$

and the upper-right block

$$B-AX^*+X^*(D-B^*X^*)=B+X^*D-(A+X^*B^*)X^*=R^*,$$

where the last equality uses $A^*=A$ and $D^*=D$. The diagonal blocks are $A+BX+X^*(B^*+DX)$ and $D-B^*X^*-X(B-AX^*)$. If $W^*HW$ is block diagonal, then $R=0$, which is (1). Conversely, (1) gives $R=0$, hence $R^*=0$, and both couplings vanish.

## The two effective Hamiltonians

Assume (1). Its adjoint is $B+X^*D=(A+X^*B^*)X^*$, which rearranges to $B-AX^*=-X^*(D-B^*X^*)$. Inserting this and (1) into $HW$ gives

$$HW=W\begin{pmatrix}A+BX&0\\0&D-B^*X^*\end{pmatrix}.$$

Multiplying by $W^{-1}$ from the right shows that $H$ is similar to the block diagonal matrix, so its characteristic polynomial is the product of those of the two blocks. The effective Hamiltonians need not be Hermitian, but their eigenvalues are eigenvalues of $H$ and therefore real.

## Two levels

With one state in each space, take $A=0$, $B=2$, $D=3$. Equation (1) becomes $2+3x=2x^2$, or $(x-2)(2x+1)=0$, so exactly $x=2$ and $x=-\tfrac12$ decouple the levels.

For $x=2$ the effective energies are $A+Bx=4$ and $D-B^*x^*=-1$; for $x=-\tfrac12$ they are exchanged. The normalised first columns of $W$ are $(1,2)/\sqrt5$ and $(2,-1)/\sqrt5$, the two eigenvectors of $H$. Equation (1) thus does not select which state the model space describes.

## Without Hermitian diagonal blocks

Keep one state in each space, but let $A=0$, $B=1$, $D=2i$ and $X=i$. Then $B^*+DX=-1=X(A+BX)$, so (1) holds. The upper-right block of $W^*HW$ is nevertheless

$$B-AX^*+X^*D-X^*B^*X^*=1-0+2+1=4.$$

In this example equation (1) removes one coupling and leaves the other.

## Reading the Lean statement

The index type `n ⊕ m` is the combined basis, and `fromBlocks` assembles a matrix from its four blocks. `hamiltonian A B D` has `Bᴴ` built in as its lower-left block, so `hA` and `hD` are all that is needed to make $H$ Hermitian. `decoupler X` is $W$, `residual A B D X` is $R$, and `IsUnit` expresses invertibility. `IsBlockDiagonal` demands that both off-diagonal blocks be zero.

`block_diagonalisation_criterion` holds for every $X$ and any finite sizes, including empty spaces. It neither constructs a solution of (1) nor treats a non-orthogonal basis or an infinite-dimensional space. `charpoly_splits` takes (1) as the hypothesis `h`.

```lean
import Mathlib

open Matrix
open scoped ComplexOrder

namespace BlockDiagonalisationCriterion

noncomputable section

variable {n m : Type*} [Fintype n] [Fintype m] [DecidableEq n] [DecidableEq m]

/-- The Hamiltonian with model-space block `A`, outer-space block `D` and coupling `B`. -/
def hamiltonian (A : Matrix n n ℂ) (B : Matrix n m ℂ) (D : Matrix m m ℂ) :
    Matrix (n ⊕ m) (n ⊕ m) ℂ :=
  fromBlocks A B Bᴴ D

/-- The decoupling matrix `W = [[1, -X*], [X, 1]]` built from the amplitudes `X`. -/
def decoupler (X : Matrix m n ℂ) : Matrix (n ⊕ m) (n ⊕ m) ℂ :=
  fromBlocks 1 (-Xᴴ) X 1

/-- The residual `B* + DX - X(A + BX)` of the decoupling equation. -/
def residual (A : Matrix n n ℂ) (B : Matrix n m ℂ) (D : Matrix m m ℂ)
    (X : Matrix m n ℂ) : Matrix m n ℂ :=
  Bᴴ + D * X - X * (A + B * X)

/-- A matrix is block diagonal if it does not couple the model space and the outer space. -/
def IsBlockDiagonal (M : Matrix (n ⊕ m) (n ⊕ m) ℂ) : Prop :=
  M.toBlocks₁₂ = 0 ∧ M.toBlocks₂₁ = 0

/-- The overlap matrix of the columns of `W` has the blocks `1 + X*X` and `1 + XX*`,
and no coupling between them. -/
theorem decoupler_overlap (X : Matrix m n ℂ) :
    (decoupler X)ᴴ * decoupler X = fromBlocks (1 + Xᴴ * X) 0 0 (1 + X * Xᴴ) := by
  unfold decoupler
  rw [fromBlocks_conjTranspose, fromBlocks_multiply, fromBlocks_inj]
  refine ⟨?_, ?_, ?_, ?_⟩ <;>
    simp only [conjTranspose_one, conjTranspose_neg, conjTranspose_conjTranspose,
      Matrix.one_mul, Matrix.mul_one, Matrix.neg_mul, Matrix.mul_neg] <;>
    abel

/-- The decoupling matrix is invertible for every choice of the amplitudes. -/
theorem decoupler_isUnit (X : Matrix m n ℂ) : IsUnit (decoupler X) := by
  -- both blocks of the overlap are positive definite
  have hS : (1 + Xᴴ * X).PosDef :=
    PosDef.one.add_posSemidef (posSemidef_conjTranspose_mul_self X)
  have hT : (1 + X * Xᴴ).PosDef :=
    PosDef.one.add_posSemidef (posSemidef_self_mul_conjTranspose X)
  have h : IsUnit ((decoupler X)ᴴ * decoupler X).det := by
    rw [decoupler_overlap, det_fromBlocks_zero₂₁]
    exact ((isUnit_iff_isUnit_det _).mp hS.isUnit).mul
      ((isUnit_iff_isUnit_det _).mp hT.isUnit)
  rw [det_mul] at h
  exact (isUnit_iff_isUnit_det _).mpr (isUnit_of_mul_isUnit_right h)

/-- The four blocks of `W*HW`: the coupling blocks are the residual of the decoupling
equation and its adjoint. -/
theorem transformed_hamiltonian {A : Matrix n n ℂ} {D : Matrix m m ℂ}
    (hA : A.IsHermitian) (hD : D.IsHermitian) (B : Matrix n m ℂ) (X : Matrix m n ℂ) :
    (decoupler X)ᴴ * hamiltonian A B D * decoupler X =
      fromBlocks (A + B * X + Xᴴ * (Bᴴ + D * X)) (residual A B D X)ᴴ
        (residual A B D X) (D - Bᴴ * Xᴴ - X * (B - A * Xᴴ)) := by
  unfold decoupler hamiltonian residual
  rw [fromBlocks_conjTranspose, fromBlocks_multiply, fromBlocks_multiply, fromBlocks_inj]
  refine ⟨?_, ?_, ?_, ?_⟩ <;>
    simp only [conjTranspose_one, conjTranspose_neg, conjTranspose_conjTranspose,
      conjTranspose_add, conjTranspose_sub, conjTranspose_mul, hA.eq, hD.eq,
      Matrix.one_mul, Matrix.mul_one, Matrix.neg_mul, Matrix.mul_neg, Matrix.add_mul,
      Matrix.mul_add, Matrix.mul_sub, Matrix.mul_assoc] <;>
    abel

/-- Block diagonalisation criterion: `W` is invertible and `W*W` is block diagonal, while
`W*HW` is block diagonal if and only if `B* + DX = X(A + BX)`. -/
theorem block_diagonalisation_criterion {A : Matrix n n ℂ} {D : Matrix m m ℂ}
    (hA : A.IsHermitian) (hD : D.IsHermitian) (B : Matrix n m ℂ) (X : Matrix m n ℂ) :
    IsUnit (decoupler X) ∧ IsBlockDiagonal ((decoupler X)ᴴ * decoupler X) ∧
      (IsBlockDiagonal ((decoupler X)ᴴ * hamiltonian A B D * decoupler X) ↔
        Bᴴ + D * X = X * (A + B * X)) := by
  refine ⟨decoupler_isUnit X, ?_, ?_⟩
  · rw [decoupler_overlap]
    exact ⟨toBlocks_fromBlocks₁₂ _ _ _ _, toBlocks_fromBlocks₂₁ _ _ _ _⟩
  · unfold IsBlockDiagonal
    rw [transformed_hamiltonian hA hD, toBlocks_fromBlocks₁₂, toBlocks_fromBlocks₂₁]
    constructor
    · intro h
      exact sub_eq_zero.mp h.2
    · intro h
      have hr : residual A B D X = 0 := sub_eq_zero.mpr h
      rw [hr]
      exact ⟨conjTranspose_zero, rfl⟩

/-- If the decoupling equation holds, `W` carries the pair of effective Hamiltonians
`A + BX` and `D - B*X*` into the full Hamiltonian: `HW = W diag(A + BX, D - B*X*)`. -/
theorem hamiltonian_mul_decoupler {A : Matrix n n ℂ} {D : Matrix m m ℂ}
    (hA : A.IsHermitian) (hD : D.IsHermitian) {B : Matrix n m ℂ} {X : Matrix m n ℂ}
    (h : Bᴴ + D * X = X * (A + B * X)) :
    hamiltonian A B D * decoupler X =
      decoupler X * fromBlocks (A + B * X) 0 0 (D - Bᴴ * Xᴴ) := by
  -- the adjoint equation controls the upper-right block
  have h' : (Bᴴ + D * X)ᴴ = (X * (A + B * X))ᴴ := congrArg conjTranspose h
  unfold hamiltonian decoupler
  rw [fromBlocks_multiply, fromBlocks_multiply, fromBlocks_inj]
  refine ⟨?_, ?_, ?_, ?_⟩
  · simp only [Matrix.mul_one, Matrix.one_mul, Matrix.mul_zero, add_zero]
  · refine sub_eq_zero.mp (Eq.trans ?_ (sub_eq_zero.mpr h'))
    simp only [conjTranspose_conjTranspose, conjTranspose_add, conjTranspose_mul,
      hA.eq, hD.eq, Matrix.mul_one, Matrix.mul_zero, Matrix.neg_mul, Matrix.mul_neg,
      Matrix.add_mul, Matrix.mul_sub, Matrix.mul_assoc]
    abel
  · simp only [Matrix.mul_one, Matrix.mul_zero, add_zero]
    exact h
  · simp only [Matrix.mul_one, Matrix.one_mul, Matrix.mul_zero, Matrix.mul_neg, zero_add]
    abel

/-- If the decoupling equation holds, the characteristic polynomial of the full Hamiltonian
is the product of those of the effective Hamiltonians `A + BX` and `D - B*X*`. -/
theorem charpoly_splits {A : Matrix n n ℂ} {D : Matrix m m ℂ}
    (hA : A.IsHermitian) (hD : D.IsHermitian) {B : Matrix n m ℂ} {X : Matrix m n ℂ}
    (h : Bᴴ + D * X = X * (A + B * X)) :
    (hamiltonian A B D).charpoly =
      (A + B * X).charpoly * (D - Bᴴ * Xᴴ).charpoly := by
  obtain ⟨U, hU⟩ := decoupler_isUnit X
  have hW := hamiltonian_mul_decoupler hA hD h
  rw [← hU] at hW
  -- the full Hamiltonian is similar to the block diagonal one
  have hsim := (Units.eq_mul_inv_iff_mul_eq U).mpr hW
  rw [hsim, Matrix.coe_units_inv, charpoly_units_conj, charpoly_fromBlocks_zero₂₁]

/-- For the two-level Hamiltonian with diagonal energies `0` and `3` and coupling `2`,
exactly the amplitudes `2` and `-1/2` make `W*HW` block diagonal. -/
theorem two_level_witness (x : ℂ) :
    IsBlockDiagonal ((decoupler !![x])ᴴ *
      hamiltonian (!![0] : Matrix (Fin 1) (Fin 1) ℂ) !![2] !![3] * decoupler !![x]) ↔
      x = 2 ∨ x = -1 / 2 := by
  have hA : (!![0] : Matrix (Fin 1) (Fin 1) ℂ).IsHermitian :=
    Matrix.IsHermitian.ext (fun i j => by fin_cases i; fin_cases j; simp)
  have hD : (!![3] : Matrix (Fin 1) (Fin 1) ℂ).IsHermitian :=
    Matrix.IsHermitian.ext (fun i j => by fin_cases i; fin_cases j; simp)
  rw [(block_diagonalisation_criterion hA hD !![2] !![x]).2.2]
  -- the matrix equation is a quadratic equation for the single amplitude
  have key : ((!![2] : Matrix (Fin 1) (Fin 1) ℂ)ᴴ + !![3] * !![x] =
      !![x] * (!![0] + !![2] * !![x])) ↔ 2 + 3 * x = x * (2 * x) := by
    constructor
    · intro h
      have h0 := congrFun (congrFun h 0) 0
      simpa [Matrix.mul_apply] using h0
    · intro h
      ext i j
      fin_cases i
      fin_cases j
      simpa [Matrix.mul_apply] using h
  rw [key]
  constructor
  · intro h
    have hf : (x - 2) * (2 * x + 1) = 0 := by linear_combination -h
    rcases mul_eq_zero.mp hf with h1 | h1
    · left
      linear_combination h1
    · right
      linear_combination h1 / 2
  · intro h
    rcases h with h | h <;> rw [h] <;> norm_num

end

end BlockDiagonalisationCriterion
```

```lean
#print axioms BlockDiagonalisationCriterion.block_diagonalisation_criterion
#print axioms BlockDiagonalisationCriterion.hamiltonian_mul_decoupler
#print axioms BlockDiagonalisationCriterion.charpoly_splits
```

```
'BlockDiagonalisationCriterion.block_diagonalisation_criterion' depends on axioms: [propext, Classical.choice, Quot.sound]
'BlockDiagonalisationCriterion.hamiltonian_mul_decoupler' depends on axioms: [propext, Classical.choice, Quot.sound]
'BlockDiagonalisationCriterion.charpoly_splits' depends on axioms: [propext, Classical.choice, Quot.sound]
```

## How the proof follows the algebra

`decoupler_overlap` multiplies out $W^*W$ with `fromBlocks_multiply` and compares the four blocks. `decoupler_isUnit` obtains positive definiteness by adding a positive semidefinite matrix to the identity, then passes from the determinant of $W^*W$ to that of $W$.

`transformed_hamiltonian` computes all four blocks of $W^*HW$. The rewrites `hA.eq` and `hD.eq` supply the Hermiticity needed to recognise $R^*$, and `abel` collects the terms. In the main theorem, the forward direction reads (1) from the lower-left block, `h.2`; the reverse direction sets the residual to zero, which clears both couplings.

`hamiltonian_mul_decoupler` checks $HW=W\,\mathrm{diag}(A+BX,\,D-B^*X^*)$ block by block. The lower-left block is `h` itself, and the upper-right one follows from its adjoint, `h'`. `charpoly_splits` turns this identity into a similarity and uses the invariance of the characteristic polynomial under conjugation.

`two_level_witness` applies the criterion, reduces the one-by-one matrix equation to a scalar one in `key`, and factorises the quadratic. Substituting the two roots proves the converse.
